# One-centre Gaussian overlaps of solid harmonics of equal degree by differentiation

A spherical Gaussian basis function centred on an atom has the form $\chi(\mathbf r)=p(\mathbf r)\,e^{-\alpha r^2}$, where $\alpha>0$ is the exponent and $p$ is a real solid harmonic, that is, a homogeneous polynomial of degree $l$ with $\Delta p=0$. To normalise it, a program needs the integral of $p^2e^{-2\alpha r^2}$ for every component $p$ of the shell. How much of that number can be read off from the coefficients of $p$?

## The overlap as a derivative

Let $E(f)$ be the mean of a polynomial $f$ under the weight $e^{-r^2/(2s)}$, with the weight normalised to one. Here $E$ is a mean, not an energy, and $s$ is the variance along each coordinate. Write $p(\partial)$ for the differential operator obtained from $p$ by replacing each coordinate $x_i$ with $\partial_i=\partial/\partial x_i$. If $p$ is harmonic and homogeneous of degree $l$, then for every polynomial $q$

$$E(pq)=s^l\,E\big(p(\partial)q\big).$$

If $q$ is also homogeneous of degree $l$, then $p(\partial)q$ is a constant and

$$E(pq)=s^l\,p(\partial)q .$$

Only $p$ has to be harmonic. The formula uses two properties of the mean: $E(1)=1$ and $E(x_if)=s\,E(\partial_if)$. The second is integration by parts against the Gaussian, whose derivative brings down a factor $-x_i/s$.

## Normalising primitives and contracted shells

The formula gives overlaps between Gaussians on the same centre; two-centre overlaps aren't treated here. For exponents $\alpha$ and $\beta$ the product of the exponentials is $e^{-(\alpha+\beta)r^2}$, so $s=1/(2(\alpha+\beta))$. In three dimensions, for $p$ harmonic and $p$, $q$ both homogeneous of degree $l$,

$$\int p\,q\,e^{-(\alpha+\beta)r^2}\,d^3r=\Big(\frac{\pi}{\alpha+\beta}\Big)^{3/2}\frac{p(\partial)q}{(2(\alpha+\beta))^{l}} .$$

The number $p(\partial)q$ doesn't depend on the exponents. A routine that normalises a contracted function can compute $p(\partial)p$ once per component and use it for every pair of primitives.

For $p=xy$ one finds $p(\partial)p=1$, so $E(p^2)=s^2$. With $\beta=\alpha$ the normalised function is $4\alpha\,(2\alpha/\pi)^{3/4}\,xy\,e^{-\alpha r^2}$. For $p=2z^2-x^2-y^2$ the same rule gives $p(\partial)p=8+2+2=12$, so this polynomial needs an extra factor $1/\sqrt{12}$ relative to $xy$.

## Euler's identity and integration by parts

Because partial derivatives commute, a factor $x_i$ in $p$ becomes one more derivative acting on $q$:

$$(x_ip)(\partial)\,q=p(\partial)\,\partial_iq .$$

Euler's identity for a homogeneous polynomial is $l\,p=\sum_i x_i\,\partial_ip$. Turning both sides into operators gives

$$l\,p(\partial)q=\sum_i(\partial_ip)(\partial)\,(\partial_iq). \tag{1}$$

The same identity, followed by integration by parts and the product rule, gives for the mean

$$l\,E(pq)=\sum_iE\big(x_i(\partial_ip)q\big)=s\sum_iE(\partial_ip\,\partial_iq)+s\,E(q\,\Delta p). \tag{2}$$

The last term vanishes because $p$ is harmonic.

The general formula follows by induction on the degree. For degree $0$, $p$ is a constant $c$, and both sides equal $c\,E(q)$. Suppose the formula holds for degree $l$, and let $p$ have degree $l+1$. Each $\partial_ip$ is homogeneous of degree $l$, and it is harmonic because $\Delta\partial_ip=\partial_i\Delta p=0$. Applying the formula to each term of (2), and then using (1), gives

$$(l+1)E(pq)=s^{l+1}\sum_iE\big((\partial_ip)(\partial)\,\partial_iq\big)=(l+1)\,s^{l+1}E\big(p(\partial)q\big).$$

Division by $l+1$ completes the step.

When $q$ has the same degree as $p$, a second induction shows that $p(\partial)q$ is constant. In degree $0$ it is a product of two constants. In higher degree, (1) expresses a nonzero multiple of it as a sum of terms that are constant by the induction hypothesis. Since $E(1)=1$, the mean of a constant is that constant, which gives the second formula.

## The factor of three for Cartesian $x^2$

If neither polynomial is required to be harmonic, the formula can fail. Take $p=q=x^2$ with $s\neq0$. Integrating by parts twice gives $E(x^4)=3s\,E(x^2)=3s^2$, whereas $s^2\,\partial_x^2x^2=2s^2$. The missing $s^2$ comes from the term with $\Delta p=2$ in (2). A code that keeps Cartesian d functions therefore can't use this rule to normalise the $x^2$ component.

## Lean source for the overlap formula

```lean
import Mathlib

open MvPolynomial

namespace SphericalGaussianNorm

noncomputable section

/-- Real polynomials in `n` Cartesian coordinates. -/
abbrev Poly (n : ℕ) := MvPolynomial (Fin n) ℝ

variable {n : ℕ}

/-- Partial derivatives of polynomials commute. -/
theorem pderiv_comm (i j : Fin n) (q : Poly n) :
    pderiv i (pderiv j q) = pderiv j (pderiv i q) := by
  induction q using MvPolynomial.induction_on
  next a => simp
  next p q hp hq => simp only [map_add, hp, hq]
  next p k hp =>
    have hk : ∀ a b : Fin n, pderiv a (pderiv b (X k : Poly n)) = 0 := by
      intro a b
      rw [pderiv_X, Pi.single_apply]
      split_ifs <;> simp
    simp only [Derivation.leibniz, map_add, smul_eq_mul, hk, hp]
    ring

/-- The partial derivative along coordinate `i`. -/
def del (i : Fin n) (q : Poly n) : Poly n := pderiv i q

instance : LeftCommutative (del (n := n)) := ⟨pderiv_comm⟩

/-- The mixed derivative `∂^m`, which differentiates `m i` times along each coordinate `i`. -/
def delPow (m : Fin n →₀ ℕ) (q : Poly n) : Poly n :=
  Multiset.foldr del q (Finsupp.toMultiset m)

/-- The differential operator `p(∂)`: each monomial `X^m` of `p` is replaced by `∂^m`. -/
def diffOp : Poly n →ₗ[ℝ] (Poly n → Poly n) :=
  (basisMonomials (Fin n) ℝ).constr ℝ delPow

/-- The Laplacian, the sum of the second partial derivatives. -/
def laplacian (p : Poly n) : Poly n := ∑ i, pderiv i (pderiv i p)

/-- A normalised linear functional that obeys the Gaussian rule of integration by parts,
`E(X_i f) = s E(∂_i f)`. -/
structure IsGaussianMean (s : ℝ) (E : Poly n →ₗ[ℝ] ℝ) : Prop where
  normalised : E 1 = 1
  byParts : ∀ i f, E (X i * f) = s * E (pderiv i f)

/-- A linear map fixed by its values `F m` on the monomials `X^m` sends `a X^m` to `a F m`. -/
theorem constr_monomial {M : Type} [AddCommMonoid M] [Module ℝ M] (F : (Fin n →₀ ℕ) → M)
    (m : Fin n →₀ ℕ) (a : ℝ) :
    (basisMonomials (Fin n) ℝ).constr ℝ F (monomial m a) = a • F m := by
  have h := (basisMonomials (Fin n) ℝ).constr_basis ℝ F m
  rw [coe_basisMonomials] at h
  have h1 : monomial m a = a • monomial m (1 : ℝ) := by
    rw [smul_monomial, smul_eq_mul, mul_one]
  rw [h1, map_smul]
  exact congrArg (a • ·) h

/-- Raising the exponent of coordinate `i` by one adds one derivative along `i`. -/
theorem delPow_add_single (m : Fin n →₀ ℕ) (i : Fin n) (q : Poly n) :
    delPow (m + Finsupp.single i 1) q = delPow m (pderiv i q) := by
  change Multiset.foldr del q (Finsupp.toMultiset (m + Finsupp.single i 1))
    = Multiset.foldr del (del i q) (Finsupp.toMultiset m)
  rw [map_add, Finsupp.toMultiset_single, one_nsmul, Multiset.foldr_add,
    Multiset.foldr_singleton]

/-- A constant polynomial acts as multiplication by that constant. -/
theorem diffOp_C (c : ℝ) (q : Poly n) : diffOp (C c) q = c • q := by
  rw [C_apply, diffOp, constr_monomial, Pi.smul_apply]
  simp [delPow]

/-- A factor `X_i` in `p` becomes a derivative along `i` in `p(∂)`. -/
theorem diffOp_X_mul (i : Fin n) (p q : Poly n) :
    diffOp (X i * p) q = diffOp p (pderiv i q) := by
  refine MvPolynomial.induction_on' p (fun u a => ?_) (fun f g hf hg => ?_)
  · have h : X i * monomial u a = monomial (u + Finsupp.single i 1) a := by
      rw [X, monomial_mul, one_mul, add_comm]
    rw [h, diffOp, constr_monomial, constr_monomial, Pi.smul_apply, Pi.smul_apply,
      delPow_add_single]
  · simp only [mul_add, map_add, Pi.add_apply, hf, hg]

/-- Euler's identity for `p(∂)`: if `p` is homogeneous of degree `l`, then
`l p(∂)q = ∑ (∂_i p)(∂) (∂_i q)`. -/
theorem euler_diffOp {l : ℕ} {p : Poly n} (hp : p.IsHomogeneous l) (q : Poly n) :
    (l : ℝ) • diffOp p q = ∑ i, diffOp (pderiv i p) (pderiv i q) := by
  have h : (l : ℝ) • p = ∑ i, X i * pderiv i p := by
    rw [hp.sum_X_mul_pderiv, Nat.cast_smul_eq_nsmul]
  have h2 := congrArg (fun r => diffOp r q) h
  simp only [map_smul, map_sum, Finset.sum_apply, Pi.smul_apply, diffOp_X_mul] at h2
  exact h2

/-- For `p` harmonic and homogeneous of degree `l`, and any polynomial `q`, the Gaussian mean
of `p q` is `s^l` times the mean of `p(∂)q`. -/
theorem mean_mul_harmonic {s : ℝ} {E : Poly n →ₗ[ℝ] ℝ} (hE : IsGaussianMean s E) {l : ℕ}
    {p : Poly n} (hp : p.IsHomogeneous l) (hh : laplacian p = 0) (q : Poly n) :
    E (p * q) = s ^ l * E (diffOp p q) := by
  induction l generalizing p q with
  | zero =>
    obtain ⟨c, rfl⟩ : ∃ c, p = C c :=
      ⟨_, totalDegree_eq_zero_iff_eq_C.1 (Nat.le_zero.1 hp.totalDegree_le)⟩
    rw [diffOp_C, ← smul_eq_C_mul, pow_zero, one_mul]
  | succ l ih =>
    -- Euler's identity supplies a coordinate factor for integration by parts
    have h1 : ((l + 1 : ℕ) : ℝ) * E (p * q) = ∑ i, E (X i * (pderiv i p * q)) := by
      have h : ∑ i, X i * (pderiv i p * q) = ((l + 1) • p) * q := by
        rw [← hp.sum_X_mul_pderiv, Finset.sum_mul]
        exact Finset.sum_congr rfl fun i _ => (mul_assoc _ _ _).symm
      rw [← map_sum, h, smul_mul_assoc, map_nsmul, nsmul_eq_mul]
    have h2 : ∀ i, E (X i * (pderiv i p * q))
        = s * (E (pderiv i p * pderiv i q) + E (q * pderiv i (pderiv i p))) := by
      intro i
      rw [hE.byParts, Derivation.leibniz, map_add, smul_eq_mul, smul_eq_mul]
    -- the Laplacian of `p` drops out
    have h3 : ∑ i, E (q * pderiv i (pderiv i p)) = 0 := by
      rw [← map_sum, ← Finset.mul_sum]
      change E (q * laplacian p) = 0
      rw [hh, mul_zero, map_zero]
    have h4 : ∀ i, laplacian (pderiv i p) = 0 := by
      intro i
      have h : laplacian (pderiv i p) = pderiv i (laplacian p) := by
        simp only [laplacian, map_sum]
        exact Finset.sum_congr rfl fun j _ => by rw [pderiv_comm j i p, pderiv_comm j i]
      rw [h, hh, map_zero]
    have h5 : ∀ i, E (pderiv i p * pderiv i q)
        = s ^ l * E (diffOp (pderiv i p) (pderiv i q)) :=
      fun i => ih hp.pderiv (h4 i) _
    have h6 := congrArg E (euler_diffOp hp q)
    rw [map_smul, map_sum, smul_eq_mul] at h6
    rw [Finset.sum_congr rfl fun i _ => h2 i, ← Finset.mul_sum, Finset.sum_add_distrib, h3,
      add_zero, Finset.sum_congr rfl fun i _ => h5 i, ← Finset.mul_sum, ← h6] at h1
    apply mul_left_cancel₀ (Nat.cast_ne_zero.2 (Nat.succ_ne_zero l) : ((l + 1 : ℕ) : ℝ) ≠ 0)
    rw [h1]
    ring

/-- For `p` harmonic and `p`, `q` both homogeneous of degree `l`, the Gaussian mean `E(pq)` is the
constant polynomial `s^l p(∂)q`. -/
theorem overlap_eq_diffOp {s : ℝ} {E : Poly n →ₗ[ℝ] ℝ} (hE : IsGaussianMean s E) {l : ℕ}
    {p q : Poly n} (hp : p.IsHomogeneous l) (hh : laplacian p = 0) (hq : q.IsHomogeneous l) :
    C (E (p * q)) = s ^ l • diffOp p q := by
  -- `l` derivatives of a polynomial of degree `l` leave a constant
  have key : ∀ (k : ℕ) (f g : Poly n), f.IsHomogeneous k → g.IsHomogeneous k →
      ∃ c : ℝ, diffOp f g = C c := by
    intro k
    induction k with
    | zero =>
      intro f g hf hg
      obtain ⟨a, rfl⟩ : ∃ a, f = C a :=
        ⟨_, totalDegree_eq_zero_iff_eq_C.1 (Nat.le_zero.1 hf.totalDegree_le)⟩
      obtain ⟨b, rfl⟩ : ∃ b, g = C b :=
        ⟨_, totalDegree_eq_zero_iff_eq_C.1 (Nat.le_zero.1 hg.totalDegree_le)⟩
      exact ⟨a * b, by rw [diffOp_C, smul_eq_C_mul, C_mul]⟩
    | succ k ih =>
      intro f g hf hg
      choose c hc using fun i => ih (pderiv i f) (pderiv i g) hf.pderiv hg.pderiv
      have h := euler_diffOp hf g
      rw [Finset.sum_congr rfl fun i _ => hc i, ← map_sum] at h
      have hk : ((k + 1 : ℕ) : ℝ) ≠ 0 := Nat.cast_ne_zero.2 (Nat.succ_ne_zero k)
      refine ⟨((k + 1 : ℕ) : ℝ)⁻¹ * ∑ i, c i, ?_⟩
      rw [C_mul, ← h, ← smul_eq_C_mul, smul_smul, inv_mul_cancel₀ hk, one_smul]
  obtain ⟨c, hc⟩ := key l p q hp hq
  have hEc : E (C c) = c := by
    rw [← mul_one (C c), ← smul_eq_C_mul, map_smul, hE.normalised, smul_eq_mul, mul_one]
  rw [mean_mul_harmonic hE hp hh, hc, hEc, C_mul, smul_eq_C_mul]

/-- For two different coordinates, the Gaussian mean of the square of `X_i X_j` is `s²`. -/
theorem d_xy_norm {s : ℝ} {E : Poly n →ₗ[ℝ] ℝ} (hE : IsGaussianMean s E) {i j : Fin n}
    (h : i ≠ j) : E ((X i * X j) * (X i * X j)) = s ^ 2 := by
  have hi : pderiv i (X i * X j : Poly n) = X j := by
    simp [Derivation.leibniz, pderiv_X_of_ne h.symm]
  have hj : pderiv j (X i * X j : Poly n) = X i := by
    simp [Derivation.leibniz, pderiv_X_of_ne h]
  have hh : laplacian (X i * X j : Poly n) = 0 := by
    refine Finset.sum_eq_zero fun k _ => ?_
    by_cases hki : k = i
    · rw [hki, hi, pderiv_X_of_ne h.symm]
    by_cases hkj : k = j
    · rw [hkj, hj, pderiv_X_of_ne h]
    simp [Derivation.leibniz, pderiv_X_of_ne (Ne.symm hki), pderiv_X_of_ne (Ne.symm hkj)]
  have hom : (X i * X j : Poly n).IsHomogeneous 2 :=
    (isHomogeneous_X ℝ i).mul (isHomogeneous_X ℝ j)
  have h1 := diffOp_X_mul j (C 1) (X j)
  rw [diffOp_C, one_smul, pderiv_X_self, C_1, mul_one] at h1
  rw [mean_mul_harmonic hE hom hh, diffOp_X_mul, hi, h1, hE.normalised, mul_one]

/-- The moments of a one-dimensional Gaussian of variance `s`, by their recurrence. -/
def moment (s : ℝ) : ℕ → ℝ
  | 0 => 1
  | 1 => 0
  | k + 2 => s * (k + 1) * moment s k

/-- The functional that sends each monomial to the product of its one-dimensional moments. -/
def gaussianMean (s : ℝ) : Poly n →ₗ[ℝ] ℝ :=
  (basisMonomials (Fin n) ℝ).constr ℝ fun m => ∏ i, moment s (m i)

/-- The functional built from the moments is normalised and obeys the Gaussian rule of
integration by parts, in any number of variables. -/
theorem gaussianMean_witness (s : ℝ) : IsGaussianMean s (gaussianMean (n := n) s) := by
  have hE : ∀ (m : Fin n →₀ ℕ) (a : ℝ),
      gaussianMean s (monomial m a) = a * ∏ i, moment s (m i) :=
    fun m a => constr_monomial _ m a
  have hm : ∀ k : ℕ, moment s (k + 1) = s * k * moment s (k - 1) := by
    intro k
    cases k <;> simp [moment]
  refine ⟨by simpa [moment] using hE 0 1, fun i f => ?_⟩
  refine MvPolynomial.induction_on' f (fun u a => ?_) (fun p q hp hq => ?_)
  · -- only the factor of coordinate `i` changes
    have split : ∀ v : Fin n →₀ ℕ, (∀ j, j ≠ i → v j = u j) →
        ∏ j, moment s (v j)
          = moment s (v i) * ∏ j ∈ Finset.univ.erase i, moment s (u j) := by
      intro v hv
      rw [← Finset.prod_congr rfl fun j hj =>
        congrArg (moment s) (hv j (Finset.ne_of_mem_erase hj))]
      exact (Finset.mul_prod_erase Finset.univ (fun j => moment s (v j))
        (Finset.mem_univ i)).symm
    have h : X i * monomial u a = monomial (u + Finsupp.single i 1) a := by
      rw [X, monomial_mul, one_mul, add_comm]
    have ha : (u + Finsupp.single i 1 : Fin n →₀ ℕ) i = u i + 1 := by simp
    have hb : (u - Finsupp.single i 1 : Fin n →₀ ℕ) i = u i - 1 := by simp
    rw [h, pderiv_monomial, hE, hE,
      split (u + Finsupp.single i 1) (fun j hj => by simp [hj.symm]),
      split (u - Finsupp.single i 1) (fun j hj => by simp [hj.symm]),
      ha, hb, hm]
    ring
  · simp only [mul_add, map_add, hp, hq]

end

end SphericalGaussianNorm
```

```lean
#print axioms SphericalGaussianNorm.overlap_eq_diffOp
-- 'SphericalGaussianNorm.overlap_eq_diffOp' depends on axioms: [propext, Classical.choice, Quot.sound]
#print axioms SphericalGaussianNorm.d_xy_norm
-- 'SphericalGaussianNorm.d_xy_norm' depends on axioms: [propext, Classical.choice, Quot.sound]
```

## The theorems read as statements about basis functions

`Poly n` is the type of real polynomials in $n$ coordinates; $n$ is a dimension, not a quantum number. `X i` is the coordinate $x_i$, and `pderiv i` is $\partial_i$. The name `del` also means a single partial derivative, not the gradient $\nabla$. `diffOp p q` is $p(\partial)q$.

`IsGaussianMean s E` says that the linear functional `E` has the two properties of the Gaussian mean. The hypotheses `hp` and `hh` say that `p` is homogeneous of degree `l` and harmonic.

- `mean_mul_harmonic` is the general formula, with no condition on `q`.
- `overlap_eq_diffOp` is the equal-degree formula. Since `diffOp p q` is a polynomial, the number $E(pq)$ appears as the constant polynomial `C (E (p * q))`. The overlap integral is this mean times the integral of the Gaussian weight.
- `d_xy_norm` gives $E\big((x_ix_j)^2\big)=s^2$ for two different coordinates in any dimension.
- `gaussianMean_witness` shows that a functional with the two properties exists for every $n$ and every real $s$. It is built from the one-dimensional moments $m_0=1$, $m_1=0$, $m_{k+2}=s(k+1)m_k$.

## Induction on the degree in Lean

`pderiv_comm` proves that derivatives commute. This makes `delPow`, which applies a multiset of derivatives, independent of their order. `constr_monomial` evaluates linear maps that are defined by their values on monomials, and `delPow_add_single` adds one derivative to a monomial operator. From these, `diffOp_X_mul` proves the rule for a factor $x_i$, and `euler_diffOp` combines it with Mathlib's form of Euler's identity to obtain (1).

In `mean_mul_harmonic` the induction on `l` keeps `p` and `q` general, because the step applies the formula to their derivatives. Inside the step, `h1` inserts Euler's identity, `h2` integrates by parts, and `h3` removes the Laplacian term; together they give (2). `h4` shows that each derivative of `p` is harmonic, `h5` applies the induction hypothesis, and `h6` brings in (1). The call to `mul_left_cancel₀` divides by $l+1$.

In `overlap_eq_diffOp`, the local claim `key` is the second induction, and `hEc` is the mean of a constant. `d_xy_norm` checks that $x_ix_j$ is harmonic and of degree 2, then applies the general formula and removes the two coordinate factors one at a time. For the moment functional, the proof treats one monomial at a time: only the moment along coordinate $i$ changes, and the recurrence `hm` relates its values on the two sides.

## From the functional to the integral

The theorems hold for any functional with the two stated properties, in every finite dimension and for every degree. They are algebraic and contain no integral. To apply them to basis functions, one must know that the normalised Gaussian integral with $s>0$ has these properties. That is the usual integration by parts, with boundary terms that vanish because the Gaussian decays faster than any polynomial grows.

The integral of the bare Gaussian is a standard result quoted in this note. The normalised $xy$ function, the value 12 and the $x^2$ counter-example were worked out by hand. None of these is a theorem of the file. A program must also supply polynomials that really are harmonic and homogeneous: the theorems take both as hypotheses and say nothing about a particular table of solid harmonics, its ordering or its signs. Rounding in floating-point evaluation is a separate matter.
